# Determinant and inverse updates when an invertible hybridization matrix gains one row and column

The enlarged matrix is modelled here as a block matrix whose new row and column come last, whatever the imaginary times of the added operators. Its index set is `n ⊕ Unit`: the old labels `n`, plus one new label. If these formulas are used with rows and columns kept in time order, the determinant ratio also carries the sign of the permutations that move the new row and column into place.

Let $M$ be the hybridization matrix of the current configuration, with rows labelled by one kind of impurity operator (creation or annihilation) and columns by the other. An added pair brings a column $u$, a row $v$ and a corner $d$. Each entry of the enlarged matrix is a value of the hybridization function for one creation and one annihilation operator. Some codes use the letter $M$ for the stored inverse; here the stored inverse is $G=M^{-1}$.

## One scalar controls the insertion

Write

$$
B=\begin{pmatrix}M&u\\v&d\end{pmatrix},\qquad s=d-vGu .
$$

If $M$ is invertible, then $\det B=s\det M$, and $B$ is invertible exactly when $s\ne0$. In that case

$$
B^{-1}=\begin{pmatrix}G+Gu\,vG/s&-Gu/s\\-vG/s&1/s\end{pmatrix}.
$$

Here $Gu\,vG$ is the outer product of the column $Gu$ and the row $vG$. The formulas also hold when $M$ is the empty matrix, with $\det M=1$ and $s=d$: this is the first insertion into an empty configuration.

## Acceptance ratios and the stored inverse

In hybridization-expansion Monte Carlo for an impurity model, including the impurity problem of dynamical mean-field theory, $s$ is the determinant factor in the acceptance ratio for adding one operator pair to a finite configuration. The full ratio also contains the ratio of the new to the old local impurity weight and the ratio of the proposal probabilities.

With $G$ stored, computing $s$ takes on the order of $k^2$ operations for a $k\times k$ matrix, and so does updating the inverse after acceptance. A rejected proposal needs no update. For the reverse move, the determinant ratio is already stored as the corner of the large inverse.

Both conditions have a direct meaning. Invertibility of $M$ says that the current configuration has a nonzero determinant. If $s=0$, the proposed configuration has zero weight and its inverse is never needed.

## Derivation by blocks

For the determinant, factor out the old matrix:

$$
\begin{pmatrix}M&u\\v&d\end{pmatrix}
=\begin{pmatrix}1&0\\vG&1\end{pmatrix}
\begin{pmatrix}M&u\\0&s\end{pmatrix}.
$$

The lower row of the product is $vGM=v$ and $vGu+s=d$, as required. The first factor has determinant $1$ and the second has determinant $s\det M$. Since $\det M\neq0$, the product is nonzero exactly when $s\neq0$.

For the inverse, multiply $B$ by the proposed matrix and use $MG=1$. The four blocks are

$$
\begin{aligned}
\text{upper left:}\quad & MG+MGu\,vG/s-u\,vG/s=1,\\
\text{upper right:}\quad & -MGu/s+u/s=0,\\
\text{lower left:}\quad & vG+(vGu)\,vG/s-d\,vG/s=vG-s\,vG/s=0,\\
\text{lower right:}\quad & -vGu/s+d/s=1 .
\end{aligned}
$$

A right inverse of a square matrix is its inverse, which proves the update.

For removal, start from a large inverse with upper-left block $P$, column $q$, row $r$ and corner $p\ne0$. The upper blocks of $BB^{-1}=1$ read

$$
MP+u\,r=1,\qquad Mq+p\,u=0 .
$$

The second equation gives $u=-Mq/p$. Substituting this into the first gives $M(P-q\,r/p)=1$, so

$$
M^{-1}=P-\frac{q\,r}{p}.
$$

Invertibility of $M$ is a consequence here, not an assumption. When $M$ is invertible and $s\neq0$, the corner is $p=1/s$, and the determinant formula becomes $\det M=p\det B$.

## The Lean file

```lean
import Mathlib

open Matrix

namespace HybridizationInsertion

noncomputable section

variable {n K : Type*} [Fintype n] [DecidableEq n] [Field K]

/-- The hybridization matrix `M` enlarged by a column `u`, a row `v` and a corner `d`. -/
def bordered (M : Matrix n n K) (u v : n → K) (d : K) : Matrix (n ⊕ Unit) (n ⊕ Unit) K :=
  Matrix.fromBlocks M (Matrix.replicateCol Unit u) (Matrix.replicateRow Unit v)
    (Matrix.of fun _ _ => d)

/-- The scalar `s = d - v M⁻¹ u` of an insertion, for invertible `M`. -/
def schur (M : Matrix n n K) (u v : n → K) (d : K) : K :=
  d - v ⬝ᵥ (M⁻¹ *ᵥ u)

/-- The bordered matrix with upper-left block `G + s⁻¹ (G u) (v G)`, column `-s⁻¹ G u`, row `-s⁻¹ v
G` and corner `s⁻¹`. -/
def insertionUpdate (G : Matrix n n K) (u v : n → K) (s : K) :
    Matrix (n ⊕ Unit) (n ⊕ Unit) K :=
  bordered (G + Matrix.vecMulVec (s⁻¹ • (G *ᵥ u)) (v ᵥ* G))
    (-(s⁻¹ • (G *ᵥ u))) (-(s⁻¹ • (v ᵥ* G))) s⁻¹

omit [DecidableEq n] in
/-- A matrix acts on an outer product through its column factor. -/
lemma mul_outer (A : Matrix n n K) (x y : n → K) :
    A * Matrix.vecMulVec x y = Matrix.vecMulVec (A *ᵥ x) y := by
  ext i j
  simp only [Matrix.mul_apply, Matrix.vecMulVec_apply, Matrix.mulVec, dotProduct,
    Finset.sum_mul, mul_assoc]

omit [DecidableEq n] in
/-- The product of two bordered matrices, block by block. -/
lemma bordered_mul (A B : Matrix n n K) (u v x y : n → K) (d e : K) :
    bordered A u v d * bordered B x y e =
      bordered (A * B + Matrix.vecMulVec u y) (A *ᵥ x + e • u)
        (v ᵥ* B + d • y) (v ⬝ᵥ x + d * e) := by
  ext (i | i) (j | j) <;>
    simp [bordered, Matrix.mul_apply, Fintype.sum_sum_type, Matrix.mulVec, Matrix.vecMul,
      dotProduct, Matrix.vecMulVec_apply, mul_comm]

omit [Fintype n] in
/-- The identity bordered by zeros and a unit corner is the larger identity. -/
lemma bordered_one : bordered (1 : Matrix n n K) 0 0 1 = 1 := by
  ext (i | i) (j | j) <;> simp [bordered, Matrix.one_apply]

/-- Inserting one row and column multiplies the determinant by `s`. -/
theorem bordered_det {M : Matrix n n K} (hM : IsUnit M.det) (u v : n → K) (d : K) :
    (bordered M u v d).det = schur M u v d * M.det := by
  let := M.invertibleOfIsUnitDet hM
  -- the Schur complement of `M` is a one by one matrix
  have hS : (Matrix.of fun _ _ => d : Matrix Unit Unit K) -
      Matrix.replicateRow Unit v * M⁻¹ * Matrix.replicateCol Unit u =
      Matrix.of fun _ _ => schur M u v d := by
    rw [Matrix.mul_assoc]
    ext i j
    simp only [Matrix.sub_apply, Matrix.of_apply, Matrix.mul_apply, Matrix.replicateRow_apply,
      Matrix.replicateCol_apply, schur, dotProduct, Matrix.mulVec]
  have hdet : (Matrix.of fun _ _ => schur M u v d : Matrix Unit Unit K).det =
      schur M u v d := Matrix.det_unique _
  rw [bordered, Matrix.det_fromBlocks₁₁, Matrix.invOf_eq_nonsing_inv, hS, hdet, mul_comm]

/-- For invertible `M`, the enlarged matrix is invertible exactly when `s` is nonzero. -/
theorem bordered_isUnit_iff {M : Matrix n n K} (hM : IsUnit M.det) (u v : n → K) (d : K) :
    IsUnit (bordered M u v d).det ↔ schur M u v d ≠ 0 := by
  rw [bordered_det hM, isUnit_iff_ne_zero, mul_ne_zero_iff]
  exact ⟨fun h => h.1, fun h => ⟨h, hM.ne_zero⟩⟩

/-- The inverse of the enlarged matrix is the insertion update of the stored inverse. -/
theorem bordered_inv {M : Matrix n n K} (hM : IsUnit M.det) {u v : n → K} {d : K}
    (hs : schur M u v d ≠ 0) :
    (bordered M u v d)⁻¹ = insertionUpdate M⁻¹ u v (schur M u v d) := by
  have hMG : M * M⁻¹ = 1 := Matrix.mul_nonsing_inv M hM
  have hs' : (schur M u v d)⁻¹ * (d - v ⬝ᵥ (M⁻¹ *ᵥ u)) = 1 := inv_mul_cancel₀ hs
  apply Matrix.inv_eq_right_inv
  rw [insertionUpdate, bordered_mul]
  refine Eq.trans ?_ bordered_one
  -- compare the four blocks with those of the identity
  congr 1
  · rw [Matrix.mul_add, mul_outer, Matrix.mulVec_smul, Matrix.mulVec_mulVec, hMG,
      Matrix.one_mulVec]
    ext i j
    simp only [Matrix.add_apply, Matrix.vecMulVec_apply, Pi.neg_apply, Pi.smul_apply,
      smul_eq_mul]
    ring
  · rw [Matrix.mulVec_neg, Matrix.mulVec_smul, Matrix.mulVec_mulVec, hMG,
      Matrix.one_mulVec, neg_add_cancel]
  · have hv : ∀ x y : n → K, v ᵥ* Matrix.vecMulVec x y = (v ⬝ᵥ x) • y := by
      intro x y
      ext j
      simp only [Matrix.vecMul, dotProduct, Matrix.vecMulVec_apply, Pi.smul_apply,
        smul_eq_mul, Finset.sum_mul, mul_assoc]
    rw [Matrix.vecMul_add, hv, dotProduct_smul]
    ext j
    simp only [Pi.add_apply, Pi.neg_apply, Pi.smul_apply, smul_eq_mul, Pi.zero_apply]
    linear_combination -((v ᵥ* M⁻¹) j) * hs'
  · rw [dotProduct_neg, dotProduct_smul, smul_eq_mul]
    linear_combination hs'

/-- The insertion update: the determinant gains the factor `s`, the new inverse has corner `1/s`,
and its upper-left block is `M⁻¹ + M⁻¹ u v M⁻¹ / s`. -/
theorem insertion_update {M : Matrix n n K} (hM : IsUnit M.det) {u v : n → K} {d : K}
    (hs : schur M u v d ≠ 0) :
    (bordered M u v d).det = schur M u v d * M.det ∧
    (bordered M u v d)⁻¹ (Sum.inr ()) (Sum.inr ()) = 1 / schur M u v d ∧
    (bordered M u v d)⁻¹.toBlocks₁₁ =
      M⁻¹ + (1 / schur M u v d) • (M⁻¹ * Matrix.vecMulVec u v * M⁻¹) := by
  refine ⟨bordered_det hM u v d, ?_, ?_⟩
  · rw [bordered_inv hM hs]
    simp [insertionUpdate, bordered]
  · have ho : ∀ x : n → K, Matrix.vecMulVec x v * M⁻¹ = Matrix.vecMulVec x (v ᵥ* M⁻¹) := by
      intro x
      ext i j
      simp only [Matrix.mul_apply, Matrix.vecMulVec_apply, Matrix.vecMul, dotProduct,
        Finset.mul_sum, mul_assoc]
    rw [bordered_inv hM hs, insertionUpdate, bordered, Matrix.toBlocks_fromBlocks₁₁,
      mul_outer, ho]
    ext i j
    simp only [Matrix.add_apply, Matrix.smul_apply, Matrix.vecMulVec_apply, Pi.smul_apply,
      smul_eq_mul]
    ring

/-- Removing the added row and column multiplies the determinant by the corner of the
enlarged inverse. -/
theorem removal_det {M : Matrix n n K} (hM : IsUnit M.det) {u v : n → K} {d : K}
    (hs : schur M u v d ≠ 0) :
    M.det = (bordered M u v d)⁻¹ (Sum.inr ()) (Sum.inr ()) * (bordered M u v d).det := by
  rw [(insertion_update hM hs).2.1, bordered_det hM, one_div, ← mul_assoc,
    inv_mul_cancel₀ hs, one_mul]

/-- The removal update: if the enlarged inverse has blocks `P`, `q`, `r` and a nonzero corner `p`,
the inverse of the smaller matrix is `P - q r / p`. -/
theorem removal_update {M P : Matrix n n K} {u v q r : n → K} {d p : K}
    (h : bordered M u v d * bordered P q r p = 1) (hp : p ≠ 0) :
    M⁻¹ = P - Matrix.vecMulVec (p⁻¹ • q) r := by
  have hp' : p⁻¹ * p = 1 := inv_mul_cancel₀ hp
  rw [bordered_mul, ← bordered_one] at h
  apply Matrix.inv_eq_right_inv
  rw [Matrix.mul_sub, mul_outer, Matrix.mulVec_smul]
  ext i j
  -- the two upper blocks of the inverse relation
  have a : (M * P + Matrix.vecMulVec u r) i j = (1 : Matrix n n K) i j :=
    congrFun (congrFun h (Sum.inl i)) (Sum.inl j)
  have b : (M *ᵥ q + p • u) i = (0 : n → K) i :=
    congrFun (congrFun h (Sum.inl i)) (Sum.inr ())
  simp only [Matrix.add_apply, Matrix.vecMulVec_apply, Pi.add_apply, Pi.smul_apply,
    smul_eq_mul, Pi.zero_apply] at a b
  simp only [Matrix.sub_apply, Matrix.vecMulVec_apply, Pi.smul_apply, smul_eq_mul]
  linear_combination a - p⁻¹ * r j * b + u i * r j * hp'

/-- An explicit bordered two by two identity matrix and its inverse, with corner `1`. -/
theorem removal_update_witness :
    bordered (1 : Matrix (Fin 2) (Fin 2) ℚ) ![1, 0] ![1, 0] 2 *
      bordered !![2, 0; 0, 1] ![-1, 0] ![-1, 0] 1 = 1 := by
  rw [bordered_mul]
  refine Eq.trans ?_ bordered_one
  congr 1
  · ext i j
    fin_cases i <;> fin_cases j <;> norm_num [Matrix.vecMulVec_apply]
  · ext i
    fin_cases i <;> norm_num [Matrix.one_mulVec]
  · ext i
    fin_cases i <;> norm_num [Matrix.vecMul, dotProduct, Fin.sum_univ_succ]
  · norm_num [dotProduct, Fin.sum_univ_succ]

end

end HybridizationInsertion
```

```lean
#print axioms HybridizationInsertion.bordered_isUnit_iff
-- 'HybridizationInsertion.bordered_isUnit_iff' depends on axioms: [propext, Classical.choice, Quot.sound]
#print axioms HybridizationInsertion.insertion_update
-- 'HybridizationInsertion.insertion_update' depends on axioms: [propext, Classical.choice, Quot.sound]
#print axioms HybridizationInsertion.removal_det
-- 'HybridizationInsertion.removal_det' depends on axioms: [propext, Classical.choice, Quot.sound]
#print axioms HybridizationInsertion.removal_update
-- 'HybridizationInsertion.removal_update' depends on axioms: [propext, Classical.choice, Quot.sound]
```

## Reading the Lean statements

The entries lie in an arbitrary field `K`, so real and complex hybridization functions are both covered. The vectors `u` and `v` are functions `n → K`; their roles as column and row are fixed by `bordered`. The product `v ⬝ᵥ x` is the plain sum $\sum_i v_i x_i$, without complex conjugation, and `vecMulVec x y` has entries $x_i y_j$. Invertibility of $M$ is the hypothesis `IsUnit M.det`.

The definition `schur` is $s$, and `insertionUpdate` assembles all four blocks of the new inverse. When $M$ is invertible and $s\ne0$, the theorem `bordered_inv` identifies this matrix with $B^{-1}$. The main theorem, `insertion_update`, collects the determinant factor, the corner at `Sum.inr ()` and the upper-left block `toBlocks₁₁`. The invertibility criterion is `bordered_isUnit_iff`.

For the reverse move, `removal_det` gives the determinant ratio under the same two conditions as the insertion. The theorem `removal_update` instead assumes the product relation `h` and a nonzero corner `hp`. Mathlib also assigns a value to the inverse of a singular matrix, but the proof of `removal_update` shows that $M$ times the stated matrix is $1$, so this is a true inverse.

## How the proof follows the blocks

The lemma `bordered_mul` multiplies two bordered matrices entry by entry, with separate cases for old and new labels. `bordered_one` recognises the larger identity, and `mul_outer` moves a matrix onto the column factor of an outer product.

In `bordered_det`, Mathlib's block determinant formula takes the place of the factorisation above. The step `hS` identifies the remaining $1\times1$ block with $s$, and `hdet` takes its determinant. The invertibility criterion then follows because a product in a field is nonzero exactly when both factors are.

In `bordered_inv`, `Matrix.inv_eq_right_inv` reduces the claim to a product equal to the identity, and `congr 1` separates the four blocks. The upper two use `hMG`, which is $MG=1$. The lower two use `hs'`, which is $s^{-1}s=1$ with $s$ written out; `linear_combination` carries out the cancellation.

The proof of `insertion_update` reads the corner and the upper-left block from this inverse, and its auxiliary step `ho` rewrites $Gu\,vG$ as an outer product. `removal_det` then cancels $s^{-1}s$.

In `removal_update`, `a` and `b` are the entries of the two upper block equations. The final `linear_combination` subtracts $p^{-1}r_j$ times `b` from `a`, which is the elimination of $u$ done by hand. The example `removal_update_witness` supplies a rational case with $M$ the $2\times2$ identity, $u=v=(1,0)$, $d=2$ and $p=1$, so the removal rule applies to it.

## Exact updates and floating-point drift

The theorems guarantee that the formulas are exact for every finite matrix size and every field, under the stated conditions. If an implementation uses the same row and column order and starts from the correct inverse, a disagreement with them in exact arithmetic means that it contains an error, for example a wrong sign or a missing factor $1/s$.

They establish nothing about rounding error, operator-ordering signs, the local impurity weight or the correctness of the sampling. In floating-point arithmetic a small $|s|$ can amplify errors in the stored inverse, and errors can accumulate over many accepted moves. Comparing $G$ with a freshly computed inverse at intervals reveals this drift, and replacing $G$ by the fresh inverse resets it.

Each update adds or removes one row and one column. A move that inserts two pairs can be built from two such steps if the intermediate matrix is invertible. If it is not, one can add the new rows and columns in a different order or pairing, or use a block update with an invertible $2\times2$ matrix in place of $s$.
